# No polynomial matches a nonzero sum of finitely many screened terms on an interval of wavenumbers

Let a > 0, and let A, B, c, d be real. If the response

A + B q² + c/(q² + a²) + d/(q² + a²)²

agrees with a real polynomial in q on an open interval, then c = d = 0. The same holds for finitely many distinct positive screening constants, and agreement at any infinite set of wavenumbers is enough. Consequently, in one dimension a finite sum of even-order derivatives with constant coefficients cannot reproduce such a response on a window of wavenumbers unless every screened weight is zero.

## Gradients and screening in wavenumber space

Orbital-free density functional theory writes the kinetic energy as a functional of the density. A semilocal functional uses the density and finitely many of its derivatives at each point. When its integrand is smooth, its second functional derivative at a uniform density is a polynomial in the wavenumber q. This polynomial multiplies a small density wave to give the resulting change in the functional derivative, and it is what "response" means here. The density response to an applied potential is a different quantity: if the functional serves as the kinetic energy of noninteracting electrons, their response is the reciprocal of this factor, up to sign, and it need not be a polynomial. To the second functional derivative, the von Weizsäcker term contributes a multiple of q².

A nonlocal kernel behaves differently. In three dimensions exp(−a r)/r has the Fourier transform 4π/(q² + a²), and exp(−a r) has 8πa/(q² + a²)². The constant a is an inverse screening length, and a > 0 means that the kernel decays exponentially. These transforms are background; the theorems start from the response as a function of q.

For linear response in one dimension, the result separates gradient corrections of finite order from kernels built of finitely many such terms. The Lindhard function, which gives the static density response of the noninteracting uniform electron gas, contains a logarithm in three dimensions. Its reciprocal, which gives the corresponding kinetic-energy kernel up to sign, is not of this form.

## The response and the gradient operator in Lean

For a finite index set s, write D_i(q) = q² + a_i² and

R(q) = B(q) + Σ_i [c_i/D_i(q) + d_i/D_i(q)²].

Here B is a real polynomial, no longer a single coefficient. This is `screenedResponse B s a c d q`, while `screenedDen a` is the denominator as a polynomial. All weights and wavenumbers are real.

The theorem `screened_weights_vanish` assumes that every a_i is positive, that different indices have different constants (`Set.InjOn a s`), and that a polynomial P equals R on an infinite set S. It concludes that all c_i and d_i vanish and that P = B. Distinctness matters because two terms with the same constant and opposite weights would cancel. If s is empty, the conclusion reduces to P = B. The opening statement is `single_screening`, where `Set.Ioo u v` is the open interval.

The operator `gradientOperator g N` is

G f = Σ_{k<N} g_k (−1)^k f^(2k),

where f^(2k) is the derivative of order 2k. The sign makes the multiplier of a density wave Σ_{k<N} g_k q^(2k). The operator is defined directly; its derivation from an energy functional is not part of the model.

## Clearing the denominators

Suppose P(q) = R(q) for all q in S. Multiplying by the product of all D_j² gives

(P − B) Π_j D_j² = Σ_i (c_i D_i + d_i) Π_{j≠i} D_j².

Both sides are polynomials that agree at infinitely many points, so they are identical.

Fix i. The left side is divisible by D_i², and so is every term on the right except the i-th. Hence D_i² also divides

(c_i D_i + d_i) Π_{j≠i} D_j².

For j ≠ i,

D_i − D_j = a_i² − a_j² = (a_i − a_j)(a_i + a_j) ≠ 0.

Dividing by this constant writes 1 as a combination of D_i and D_j, so the two are coprime. Coprimality passes to powers and products, and therefore D_i² divides c_i D_i + d_i. The divisor has degree 4 and the other polynomial has degree at most 2, so the latter is zero. Its values at q = 0 and q = 1 give

c_i a_i² + d_i = 0,
c_i (1 + a_i²) + d_i = 0.

Subtraction yields c_i = 0, and then d_i = 0. With all weights zero, P = B on S, hence everywhere.

## Density waves under a gradient operator

Differentiating cos(qx) twice multiplies it by −q². After 2k derivatives the factor is (−1)^k q^(2k), so

G cos(qx) = [Σ_{k<N} g_k q^(2k)] cos(qx).

If G acts as multiplication by R(q) for every q in an open interval, setting x = 0 shows that R equals a polynomial there. The previous argument then removes all screened weights, provided that the constants a_i are positive and distinct. The theorem `gradientOperator_not_screened` assumes this, although its docstring does not repeat it.

## Two sample points and a truncated expansion

Agreement at finitely many wavenumbers is always possible, by Lagrange interpolation. Take 1/(q² + 1). The polynomial 1 − q²/2 matches it at q = 0 and q = 1, with values 1 and 1/2. At q = 2 the polynomial gives −1, while the response is 0.2.

The gradient expansion of a single screened term has an exact remainder. With r = −q²/a²,

1/(q² + a²) = 1/a² + r/(q² + a²),

because the right side equals (q² + a² − q²)/(a²(q² + a²)). Multiplying by r^N expands the remainder once more, and induction gives

1/(q² + a²) = Σ_{k<N} r^k/a² + r^N/(q² + a²).

For a = 1 and N = 2, the truncated sum at q = 1/2 is 1 − 0.25 = 0.75, the remainder is 0.0625/1.25 = 0.05, and the total is 0.8. At q = 2 the sum is 1 − 4 = −3 and the remainder is 16/5 = 3.2, which restores the value 0.2. The identity holds at both wavenumbers, but the truncation is useful only at the smaller one.

## The response as an analytic function

A different model would treat the response as an analytic function of complex q. A screened term then has poles at q = ±ia, which a polynomial lacks, and the identity theorem would carry agreement on an interval to the neighbourhood of a pole. This would admit responses that are not finite sums. The sampling condition would become stronger, however: the wavenumbers would need an accumulation point inside the domain, whereas the rational model also accepts a set such as the integers.

## The complete Lean file

```lean
import Mathlib

open Polynomial

namespace SemilocalResponse

noncomputable section

/-- The polynomial `q² + a²` in the wavenumber `q`, the denominator of a screened response. -/
def screenedDen (a : ℝ) : ℝ[X] := X ^ 2 + C (a ^ 2)

/-- A response at wavenumber `q`: a polynomial part `B` plus simple and double screened terms with
screening constants `a i` and weights `c i`, `d i`. The quotients have their usual meaning where `q²
+ (a i)² ≠ 0`; Lean assigns the value 0 to a division by zero. -/
def screenedResponse {ι : Type*} (B : ℝ[X]) (s : Finset ι) (a c d : ι → ℝ) (q : ℝ) : ℝ :=
  B.eval q + ∑ i ∈ s, (c i / (q ^ 2 + a i ^ 2) + d i / (q ^ 2 + a i ^ 2) ^ 2)

/-- A one-dimensional gradient operator with `N` terms: the sum of `g k (-1)^k` times the
derivative of order `2k`. -/
def gradientOperator (g : ℕ → ℝ) (N : ℕ) (f : ℝ → ℝ) (x : ℝ) : ℝ :=
  ∑ k ∈ Finset.range N, g k * (-1) ^ k * iteratedDeriv (2 * k) f x

/-- Denominators with different positive screening constants have no common factor. -/
theorem screenedDen_coprime {a b : ℝ} (ha : 0 < a) (hb : 0 < b) (hab : a ≠ b) :
    IsCoprime (screenedDen a) (screenedDen b) := by
  have h : a ^ 2 - b ^ 2 ≠ 0 := by
    intro h
    have h' : (a - b) * (a + b) = 0 := by linear_combination h
    rcases mul_eq_zero.mp h' with h1 | h1
    · exact hab (by linarith)
    · linarith
  -- the difference of the two denominators is a nonzero constant
  have h1 : C ((a ^ 2 - b ^ 2)⁻¹) * (C (a ^ 2) - C (b ^ 2)) = (1 : ℝ[X]) := by
    rw [← C_sub, ← C_mul, inv_mul_cancel₀ h, map_one]
  refine ⟨C ((a ^ 2 - b ^ 2)⁻¹), -C ((a ^ 2 - b ^ 2)⁻¹), ?_⟩
  unfold screenedDen
  linear_combination h1

/-- If `(q² + a²)²` divides `c (q² + a²) + d` as a polynomial in `q`, both weights vanish. -/
theorem weights_zero_of_dvd {a c d : ℝ}
    (h : screenedDen a ^ 2 ∣ C c * screenedDen a + C d) : c = 0 ∧ d = 0 := by
  have hdeg : (screenedDen a).natDegree = 2 := by
    unfold screenedDen
    compute_degree!
  have hle : (C c * screenedDen a + C d).natDegree ≤ 2 := by
    unfold screenedDen
    compute_degree
  have hz : C c * screenedDen a + C d = 0 := by
    apply eq_zero_of_dvd_of_natDegree_lt h
    rw [natDegree_pow, hdeg]
    omega
  -- compare the values at q = 0 and q = 1
  have h0 := congrArg (eval 0) hz
  have h1 := congrArg (eval 1) hz
  simp only [screenedDen, eval_add, eval_mul, eval_pow, eval_X, eval_C, eval_zero] at h0 h1
  have hc : c = 0 := by linear_combination h1 - h0
  exact ⟨hc, by linear_combination h0 - a ^ 2 * hc⟩

/-- If a response with distinct positive screening constants agrees with a polynomial at
infinitely many wavenumbers, all screened weights vanish and the polynomial is `B`. -/
theorem screened_weights_vanish {ι : Type*} (s : Finset ι) (a c d : ι → ℝ)
    (ha : ∀ i ∈ s, 0 < a i) (hinj : Set.InjOn a s) (B P : ℝ[X]) (S : Set ℝ)
    (hS : S.Infinite) (h : ∀ q ∈ S, P.eval q = screenedResponse B s a c d q) :
    (∀ i ∈ s, c i = 0 ∧ d i = 0) ∧ P = B := by
  classical
  -- clear all denominators
  have key : (P - B) * ∏ j ∈ s, screenedDen (a j) ^ 2 =
      ∑ i ∈ s, (C (c i) * screenedDen (a i) + C (d i)) *
        ∏ j ∈ s.erase i, screenedDen (a j) ^ 2 := by
    refine eq_of_infinite_eval_eq _ _ (hS.mono fun q hq => ?_)
    have hev : ∀ b, (screenedDen b).eval q = q ^ 2 + b ^ 2 := by
      intro b
      simp [screenedDen]
    rw [Set.mem_ofPred_eq]
    simp only [eval_mul, eval_sub, eval_prod, eval_finsetSum, eval_add, eval_pow, eval_C, hev]
    rw [h q hq, screenedResponse, add_sub_cancel_left, Finset.sum_mul]
    refine Finset.sum_congr rfl fun i hi => ?_
    have hD : q ^ 2 + a i ^ 2 ≠ 0 := by
      have := ha i hi
      positivity
    have hprod : ∏ j ∈ s, (q ^ 2 + a j ^ 2) ^ 2 =
        (q ^ 2 + a i ^ 2) ^ 2 * ∏ j ∈ s.erase i, (q ^ 2 + a j ^ 2) ^ 2 :=
      (Finset.mul_prod_erase s (fun j => (q ^ 2 + a j ^ 2) ^ 2) hi).symm
    have e : (c i / (q ^ 2 + a i ^ 2) + d i / (q ^ 2 + a i ^ 2) ^ 2) * (q ^ 2 + a i ^ 2) ^ 2 =
        c i * (q ^ 2 + a i ^ 2) + d i := by
      have h1 : c i / (q ^ 2 + a i ^ 2) * (q ^ 2 + a i ^ 2) = c i := div_mul_cancel₀ _ hD
      have h2 : d i / (q ^ 2 + a i ^ 2) ^ 2 * (q ^ 2 + a i ^ 2) ^ 2 = d i :=
        div_mul_cancel₀ _ (pow_ne_zero 2 hD)
      rw [add_mul, h2, sq (q ^ 2 + a i ^ 2), ← mul_assoc, h1]
    rw [hprod, ← mul_assoc, e]
  have hz : ∀ i ∈ s, c i = 0 ∧ d i = 0 := by
    intro i hi
    have hL : screenedDen (a i) ^ 2 ∣ (P - B) * ∏ j ∈ s, screenedDen (a j) ^ 2 :=
      dvd_mul_of_dvd_right (Finset.dvd_prod_of_mem (fun j => screenedDen (a j) ^ 2) hi) _
    rw [key, ← Finset.add_sum_erase _ _ hi] at hL
    -- every term except the i-th contains the i-th double pole factor
    have hterm : screenedDen (a i) ^ 2 ∣ (C (c i) * screenedDen (a i) + C (d i)) *
        ∏ j ∈ s.erase i, screenedDen (a j) ^ 2 := by
      refine (dvd_add_left ?_).mp hL
      exact Finset.dvd_sum fun k hk => dvd_mul_of_dvd_right
        (Finset.dvd_prod_of_mem (fun j => screenedDen (a j) ^ 2)
          (Finset.mem_erase.mpr ⟨(Finset.ne_of_mem_erase hk).symm, hi⟩)) _
    have hcop : IsCoprime (screenedDen (a i) ^ 2)
        (∏ j ∈ s.erase i, screenedDen (a j) ^ 2) := by
      refine IsCoprime.prod_right fun j hj => IsCoprime.pow ?_
      have hj' := Finset.mem_of_mem_erase hj
      exact screenedDen_coprime (ha i hi) (ha j hj')
        fun e => Finset.ne_of_mem_erase hj (hinj hj' hi e.symm)
    exact weights_zero_of_dvd (hcop.dvd_of_dvd_mul_right hterm)
  refine ⟨hz, eq_of_infinite_eval_eq _ _ (hS.mono fun q hq => ?_)⟩
  have hs : ∑ i ∈ s, (c i / (q ^ 2 + a i ^ 2) + d i / (q ^ 2 + a i ^ 2) ^ 2) = 0 :=
    Finset.sum_eq_zero fun i hi => by simp [(hz i hi).1, (hz i hi).2]
  rw [Set.mem_ofPred_eq, h q hq, screenedResponse, hs, add_zero]

/-- One screening constant: if `A + B q² + c/(q² + a²) + d/(q² + a²)²` agrees with a polynomial
on an open interval of wavenumbers, then `c = d = 0`. -/
theorem single_screening (A B a c d u v : ℝ) (ha : 0 < a) (huv : u < v) (P : ℝ[X])
    (h : ∀ q ∈ Set.Ioo u v,
      P.eval q = A + B * q ^ 2 + c / (q ^ 2 + a ^ 2) + d / (q ^ 2 + a ^ 2) ^ 2) :
    c = 0 ∧ d = 0 := by
  refine (screened_weights_vanish (Finset.univ : Finset Unit) (fun _ => a) (fun _ => c)
    (fun _ => d) (fun _ _ => ha) (fun _ _ _ _ _ => rfl) (C A + C B * X ^ 2) P
    (Set.Ioo u v) (Set.Ioo_infinite huv) fun q hq => ?_).1 () (Finset.mem_univ _)
  rw [h q hq]
  simp [screenedResponse, add_assoc]

/-- The derivative of order `2k` of the density wave `cos (q x)` is `(-1)^k q^(2k) cos (q x)`. -/
theorem even_deriv_wave (q : ℝ) (k : ℕ) :
    iteratedDeriv (2 * k) (fun x => Real.cos (q * x)) =
      fun x => (-1) ^ k * q ^ (2 * k) * Real.cos (q * x) := by
  have hl : ∀ x : ℝ, HasDerivAt (fun y => q * y) q x := fun x => by
    simpa using (hasDerivAt_id' x).const_mul q
  have h1 : ∀ A : ℝ, deriv (fun x => A * Real.cos (q * x)) =
      fun x => -(A * q) * Real.sin (q * x) := fun A => funext fun x =>
    (((hl x).cos.const_mul A).congr_deriv (by ring)).deriv
  have h2 : ∀ A : ℝ, deriv (fun x => A * Real.sin (q * x)) =
      fun x => A * q * Real.cos (q * x) := fun A => funext fun x =>
    (((hl x).sin.const_mul A).congr_deriv (by ring)).deriv
  induction k with
  | zero => funext x; simp
  | succ k ih =>
    rw [show 2 * (k + 1) = 2 * k + 1 + 1 by ring, iteratedDeriv_succ, iteratedDeriv_succ,
      ih, h1, h2]
    funext x
    ring

/-- A gradient operator multiplies the density wave `cos (q x)` by the polynomial
`∑ g k q^(2k)`. -/
theorem gradientOperator_wave (g : ℕ → ℝ) (N : ℕ) (q x : ℝ) :
    gradientOperator g N (fun y => Real.cos (q * y)) x =
      (∑ k ∈ Finset.range N, g k * q ^ (2 * k)) * Real.cos (q * x) := by
  simp only [gradientOperator, even_deriv_wave]
  rw [Finset.sum_mul]
  refine Finset.sum_congr rfl fun k _ => ?_
  have hs : (-1 : ℝ) ^ k * (-1) ^ k = 1 := by
    rw [← mul_pow]
    norm_num
  linear_combination (g k * q ^ (2 * k) * Real.cos (q * x)) * hs

/-- If a gradient operator acts on all density waves in an open window of wavenumbers as
multiplication by a screened response, then all screened weights of that response vanish. -/
theorem gradientOperator_not_screened {ι : Type*} (s : Finset ι) (a c d : ι → ℝ)
    (ha : ∀ i ∈ s, 0 < a i) (hinj : Set.InjOn a s) (B : ℝ[X]) (g : ℕ → ℝ) (N : ℕ)
    (u v : ℝ) (huv : u < v)
    (h : ∀ q ∈ Set.Ioo u v, ∀ x, gradientOperator g N (fun y => Real.cos (q * y)) x =
      screenedResponse B s a c d q * Real.cos (q * x)) :
    ∀ i ∈ s, c i = 0 ∧ d i = 0 := by
  refine (screened_weights_vanish s a c d ha hinj B
    (∑ k ∈ Finset.range N, C (g k) * X ^ (2 * k)) (Set.Ioo u v)
    (Set.Ioo_infinite huv) fun q hq => ?_).1
  -- read off the multiplier at the crest x = 0
  have h0 := h q hq 0
  rw [gradientOperator_wave, mul_zero, Real.cos_zero, mul_one, mul_one] at h0
  rw [← h0]
  simp only [eval_finsetSum, eval_mul, eval_C, eval_pow, eval_X]

/-- At any finite set of wavenumbers, some polynomial agrees with a given screened response. -/
theorem finite_agreement {ι : Type*} (B : ℝ[X]) (s : Finset ι) (a c d : ι → ℝ)
    (T : Finset ℝ) : ∃ P : ℝ[X], ∀ q ∈ T, P.eval q = screenedResponse B s a c d q :=
  ⟨Lagrange.interpolate T id (screenedResponse B s a c d), fun _ hq =>
    Lagrange.eval_interpolate_at_node _ (Function.injective_id.injOn) hq⟩

/-- The gradient expansion of `1/(q² + a²)` cut after `N` terms, with its exact remainder. -/
theorem gradient_expansion_remainder (a q : ℝ) (ha : 0 < a) (N : ℕ) :
    1 / (q ^ 2 + a ^ 2) = ∑ k ∈ Finset.range N, (-(q ^ 2 / a ^ 2)) ^ k / a ^ 2 +
      (-(q ^ 2 / a ^ 2)) ^ N / (q ^ 2 + a ^ 2) := by
  have hD : q ^ 2 + a ^ 2 ≠ 0 := by positivity
  have ha' : a ≠ 0 := ha.ne'
  have key : 1 / (q ^ 2 + a ^ 2) =
      1 / a ^ 2 + -(q ^ 2 / a ^ 2) / (q ^ 2 + a ^ 2) := by
    rw [← sub_eq_zero]
    field_simp
    ring
  induction N with
  | zero => simp
  | succ N ih =>
    rw [Finset.sum_range_succ, pow_succ (-(q ^ 2 / a ^ 2)) N]
    linear_combination ih + (-(q ^ 2 / a ^ 2)) ^ N * key

end

end SemilocalResponse
```

```lean
#print axioms SemilocalResponse.single_screening
#print axioms SemilocalResponse.gradientOperator_not_screened
#print axioms SemilocalResponse.finite_agreement
#print axioms SemilocalResponse.gradient_expansion_remainder
```

```
'SemilocalResponse.single_screening' depends on axioms: [propext, Classical.choice, Quot.sound]
'SemilocalResponse.gradientOperator_not_screened' depends on axioms: [propext, Classical.choice, Quot.sound]
'SemilocalResponse.finite_agreement' depends on axioms: [propext, Classical.choice, Quot.sound]
'SemilocalResponse.gradient_expansion_remainder' depends on axioms: [propext, Classical.choice, Quot.sound]
```

## How the proof follows the algebra

`screenedDen_coprime` supplies the coprimality step. Its explicit coefficients are the inverse of a² − b² and the negative of that inverse, and `linear_combination` checks that the combination equals 1.

`weights_zero_of_dvd` makes the degree comparison. `compute_degree!` finds that the denominator has degree exactly 2, `compute_degree` bounds the other polynomial, and `eq_zero_of_dvd_of_natDegree_lt` turns the divisibility into an equation. The hypotheses `h0` and `h1` are the evaluations at q = 0 and q = 1.

In `screened_weights_vanish`, the identity `key` is the equation with cleared denominators. `eq_of_infinite_eval_eq` lifts it from the sampled wavenumbers to polynomials, and `positivity` shows that each denominator is nonzero. Next, `hL` records that the i-th square divides the whole sum, `hterm` isolates the i-th term, and `hcop` collects the coprimality of the remaining factors. A second use of `eq_of_infinite_eval_eq` proves P = B. `single_screening` applies the theorem to an index type with one element.

`even_deriv_wave` proceeds by induction on k, adding two derivatives at each step. `gradientOperator_wave` sums the results, using (−1)^k (−1)^k = 1 to remove the signs. `gradientOperator_not_screened` assumes equality at every x but needs only x = 0, where the cosine is 1.

`finite_agreement` uses Mathlib's Lagrange interpolation with the sampled wavenumbers as nodes. It does not require positive screening constants, so at q = a_i = 0 it interpolates Lean's conventional value 0 for the quotients. The polynomial it provides need not be even in q, so it need not be the multiplier of a gradient operator. Finally, `gradient_expansion_remainder` proves the one-step identity as `key` and adds r^N times it to the induction hypothesis.
